# A phase mixture on a plane with no phase below it has the least energy at its composition

A compound can look stable merely because it was compared with too few decompositions. At a fixed overall composition there are usually infinitely many ways to divide a material among competing phases, and checking an arbitrary selection of them can leave open whether another lies lower. A single plane can settle all these comparisons.

Let phase \(i\) have composition \(x_i\) and energy \(E_i\) per atom, and let \(w_i\) be the fraction of atoms in it. The plane has slope \(\mu\) and offset \(c\). If no phase lies below it and a mixture lies on it, that mixture has the least energy at its composition, and every phase present lies on the plane.

## Mixtures and their energies

```lean
import Mathlib

open Matrix

namespace PhaseComplementarySlackness

variable {ι κ : Type*} [Fintype ι]
```

The type `ι` labels the finitely many phases, and `κ` labels the composition variables.

```lean
/-- The phase fractions `w` describe a mixture of phases with compositions `x i`
whose mean composition is `X`. -/
structure IsMixture (x : ι → κ → ℝ) (X : κ → ℝ) (w : ι → ℝ) : Prop where
  nonneg : ∀ i, 0 ≤ w i
  sum_one : ∑ i, w i = 1
  mean : ∀ k, ∑ i, w i * x i k = X k
```

`IsMixture x X w` says that \(w\) is a set of phase fractions with mean composition \(X\):

\[
w_i\ge 0,\qquad \sum_i w_i=1,\qquad \sum_i w_i x_{ik}=X_k .
\]

The letter \(x\) denotes compositions here, not phase fractions. The last condition is the lever rule in several variables.

```lean
/-- The energy of a mixture: the phase energies weighted by the phase fractions. -/
def mixEnergy (E w : ι → ℝ) : ℝ := ∑ i, w i * E i
```

The mixture energy is \(E(w)=\sum_i w_iE_i\). Interfacial and elastic energies between phases are neglected.

```lean
/-- A ground state at composition `X` is a mixture of that composition whose energy
is least among all mixtures of the same composition. -/
def IsGroundState (x : ι → κ → ℝ) (E : ι → ℝ) (X : κ → ℝ) (w : ι → ℝ) : Prop :=
  IsMixture x X w ∧ ∀ v, IsMixture x X v → mixEnergy E w ≤ mixEnergy E v
```

A ground state is a mixture of composition \(X\) whose energy is no higher than that of any other mixture of composition \(X\). Only the listed phases compete. That the list contains every relevant phase of the real material is a separate physical judgement.

## Height above the plane

```lean
variable [Fintype κ] {x : ι → κ → ℝ} {E : ι → ℝ} {X Y μ : κ → ℝ} {c : ℝ} {w v : ι → ℝ}

/-- The energy of a mixture above a plane is the weighted sum of the heights of its
phases above that plane. -/
theorem excess_energy_eq (hw : IsMixture x X w) (E : ι → ℝ) (μ : κ → ℝ) (c : ℝ) :
    mixEnergy E w - (μ ⬝ᵥ X + c) = ∑ i, w i * (E i - (μ ⬝ᵥ x i + c)) := by
  -- the linear part of the plane averages to its value at the mean composition
  have hμ : ∑ i, w i * (μ ⬝ᵥ x i) = μ ⬝ᵥ X := by
    simp only [dotProduct, ← hw.mean, Finset.mul_sum]
    rw [Finset.sum_comm]
    refine Finset.sum_congr rfl fun k _ => Finset.sum_congr rfl fun i _ => ?_
    ring
  -- the constant part is unchanged because the fractions sum to one
  have hc : ∑ i, w i * c = c := by
    rw [← Finset.sum_mul, hw.sum_one, one_mul]
  simp only [mixEnergy, mul_sub, mul_add, Finset.sum_sub_distrib, Finset.sum_add_distrib]
  rw [hμ, hc]
```

In Lean, `μ ⬝ᵥ X` is the dot product \(\mu\cdot X\), which needs finitely many composition variables. The identity holds for any plane. If no phase lies below the plane, some mixture lies on it and the variables are the mole fractions of all components but one, \(\mu\) can be read, at zero temperature and pressure, as the chemical potentials of these components relative to the remaining one. Write \(h_i=E_i-(\mu\cdot x_i+c)\) for the height of phase \(i\). Then

\[
\sum_i w_ih_i=\sum_i w_iE_i-\sum_k\mu_k\sum_i w_ix_{ik}-c\sum_i w_i
=E(w)-(\mu\cdot X+c).
\]

In the proof, `hμ` exchanges the two sums and `hc` uses \(\sum_i w_i=1\).

```lean
/-- If no phase lies below the plane, the fraction of a phase times its height above the
plane is at most the energy of the whole mixture above the plane. -/
theorem fraction_mul_height_le (hplane : ∀ i, μ ⬝ᵥ x i + c ≤ E i)
    (hw : IsMixture x X w) (j : ι) :
    w j * (E j - (μ ⬝ᵥ x j + c)) ≤ mixEnergy E w - (μ ⬝ᵥ X + c) := by
  rw [excess_energy_eq hw]
  exact Finset.single_le_sum (f := fun i => w i * (E i - (μ ⬝ᵥ x i + c)))
    (fun i _ => mul_nonneg (hw.nonneg i) (sub_nonneg.mpr (hplane i))) (Finset.mem_univ j)
```

The hypothesis `hplane` says \(h_i\ge0\) for every phase. All terms \(w_ih_i\) are then nonnegative, so none exceeds their sum:

\[
w_jh_j\le E(w)-(\mu\cdot X+c).
\]

If a mixture is 5 meV per atom above the plane, a phase 50 meV per atom above it can make up at most 10% of that mixture.

```lean
/-- A plane with no phase below it has no mixture below it. -/
theorem plane_le_mixEnergy (hplane : ∀ i, μ ⬝ᵥ x i + c ≤ E i) (hw : IsMixture x X w) :
    μ ⬝ᵥ X + c ≤ mixEnergy E w := by
  rw [← sub_nonneg, excess_energy_eq hw]
  exact Finset.sum_nonneg fun i _ =>
    mul_nonneg (hw.nonneg i) (sub_nonneg.mpr (hplane i))
```

The same nonnegative sum gives \(E(w)\ge\mu\cdot X+c\) for every mixture of composition \(X\).

```lean
/-- If no phase lies below the plane, a mixture lies on the plane exactly when every phase
present in it does. -/
theorem touches_iff (hplane : ∀ i, μ ⬝ᵥ x i + c ≤ E i) (hw : IsMixture x X w) :
    mixEnergy E w = μ ⬝ᵥ X + c ↔ ∀ i, 0 < w i → E i = μ ⬝ᵥ x i + c := by
  constructor
  · intro h i hi
    have hb := fraction_mul_height_le hplane hw i
    rw [h, sub_self] at hb
    -- a phase present at positive height would lift the mixture off the plane
    refine le_antisymm ?_ (hplane i)
    by_contra hn
    have hpos : 0 < E i - (μ ⬝ᵥ x i + c) := sub_pos.mpr (not_le.mp hn)
    exact absurd hb (not_le_of_gt (mul_pos hi hpos))
  · intro h
    rw [← sub_eq_zero, excess_energy_eq hw]
    refine Finset.sum_eq_zero fun i _ => ?_
    rcases (hw.nonneg i).eq_or_lt with h0 | h0
    · rw [← h0, zero_mul]
    · rw [h i h0, sub_self, mul_zero]
```

Suppose the mixture lies on the plane. The fraction bound becomes \(w_ih_i\le0\), which is impossible if \(w_i>0\) and \(h_i>0\), so every phase present has \(h_i=0\). Conversely, if every phase present has \(h_i=0\), each term \(w_ih_i\) vanishes, and so does the excess energy. The proof treats \(w_i=0\) and \(w_i>0\) separately.

## Ground states on the plane

```lean
/-- **Complementary slackness for phase mixtures.** If no phase lies below the plane and a
mixture lies on it, then the mixture is a ground state at its composition and every phase
present in it lies on the plane. -/
theorem complementary_slackness (hplane : ∀ i, μ ⬝ᵥ x i + c ≤ E i)
    (hw : IsMixture x X w) (htouch : mixEnergy E w = μ ⬝ᵥ X + c) :
    IsGroundState x E X w ∧ ∀ i, 0 < w i → E i = μ ⬝ᵥ x i + c :=
  ⟨⟨hw, fun _ hv => htouch.le.trans (plane_le_mixEnergy hplane hv)⟩,
    (touches_iff hplane hw).mp htouch⟩
```

For any competing mixture \(v\) of composition \(X\),

\[
E(w)=\mu\cdot X+c\le E(v),
\]

so \(w\) is a ground state. The previous equivalence puts its phases on the plane. The plane is supplied as a hypothesis; its existence for a given ground state is not derived.

In the smallest case there are no composition variables, as for polymorphs of one compound. The plane is then the constant \(c\), and the theorem says that a mixture of energy \(c\le E_i\) contains only polymorphs of lowest energy.

For density-functional energies of a finite list of fixed-composition phases, this is the certificate behind a convex-hull stability check.

```lean
/-- Suppose no phase lies below the plane and some mixture of composition `X` lies on it.
Then a mixture of composition `X` is a ground state exactly when all phases present in it
lie on the plane. -/
theorem isGroundState_iff (hplane : ∀ i, μ ⬝ᵥ x i + c ≤ E i)
    (hw : IsMixture x X w) (htouch : mixEnergy E w = μ ⬝ᵥ X + c) (hv : IsMixture x X v) :
    IsGroundState x E X v ↔ ∀ i, 0 < v i → E i = μ ⬝ᵥ x i + c := by
  rw [← touches_iff hplane hv]
  constructor
  · intro h
    exact le_antisymm ((h.2 w hw).trans htouch.le) (plane_le_mixEnergy hplane hv)
  · intro h
    exact (complementary_slackness hplane hv h).1
```

Once \(w\) touches the plane, any ground state \(v\) at \(X\) satisfies \(E(v)\le E(w)=\mu\cdot X+c\). The lower bound forces equality, so all phases in \(v\) lie on the plane. The converse follows from the main theorem applied to \(v\).

```lean
/-- If no phase lies below the plane and the weights `w` give an energy equal to the height
`μ ⬝ᵥ X + c` of the plane at `X`, then every mixture of composition `Y` has at least that energy
plus `μ ⬝ᵥ (Y - X)`. -/
theorem chemical_potential_bound (hplane : ∀ i, μ ⬝ᵥ x i + c ≤ E i)
    (htouch : mixEnergy E w = μ ⬝ᵥ X + c) (hv : IsMixture x Y v) :
    mixEnergy E w + μ ⬝ᵥ (Y - X) ≤ mixEnergy E v := by
  have h := plane_le_mixEnergy hplane hv
  rw [dotProduct_sub]
  linarith
```

For a mixture \(v\) of another composition \(Y\),

\[
E(v)\ge\mu\cdot Y+c=E(w)+\mu\cdot(Y-X).
\]

When \(w\) is a mixture of composition \(X\), this bounds from below the energy cost of changing the composition from \(X\) to \(Y\).

## A binary system with a stable compound

```lean
/-- A binary system with phases at compositions 0, 1/2, 1 and energies 0, -1, 0: the line of
slope -2 through the origin has no phase below it, the third phase is strictly above it, and
the equal mixture of the first two phases, of composition 1/4, lies on it. -/
theorem complementary_slackness_witness :
    let x : Fin 3 → Fin 1 → ℝ := ![![0], ![1 / 2], ![1]]
    let E : Fin 3 → ℝ := ![0, -1, 0]
    let μ : Fin 1 → ℝ := ![-2]
    let X : Fin 1 → ℝ := ![1 / 4]
    let w : Fin 3 → ℝ := ![1 / 2, 1 / 2, 0]
    (∀ i, μ ⬝ᵥ x i + 0 ≤ E i) ∧ μ ⬝ᵥ x 2 + 0 < E 2 ∧
      IsMixture x X w ∧ mixEnergy E w = μ ⬝ᵥ X + 0 := by
  intro x E μ X w
  refine ⟨?_, ?_, ⟨?_, ?_, ?_⟩, ?_⟩
  · intro i
    fin_cases i <;> norm_num [x, E, μ, dotProduct, Fin.sum_univ_succ]
  · have hx : x 2 = ![1] := rfl
    have hE : E 2 = 0 := rfl
    rw [hx, hE]
    norm_num [μ, dotProduct, Fin.sum_univ_succ]
  · intro i
    fin_cases i <;> norm_num [w]
  · norm_num [w, Fin.sum_univ_succ]
  · intro k
    fin_cases k
    norm_num [x, X, w, Fin.sum_univ_succ]
  · norm_num [mixEnergy, E, μ, X, w, dotProduct, Fin.sum_univ_succ]

end PhaseComplementarySlackness
```

Lean numbers the phases 0, 1 and 2. The line \(-2x\) meets phases 0 and 1 and passes 2 below phase 2. The equal mixture of phases 0 and 1 has composition \(1/4\) and energy \(-1/2\), which is on the line. `fin_cases` runs through the phases and `norm_num` does the arithmetic. The main theorem therefore applies to this mixture.

```lean
#print axioms PhaseComplementarySlackness.plane_le_mixEnergy
#print axioms PhaseComplementarySlackness.isGroundState_iff
#print axioms PhaseComplementarySlackness.chemical_potential_bound
```

```
'PhaseComplementarySlackness.plane_le_mixEnergy' depends on axioms: [propext, Classical.choice, Quot.sound]
'PhaseComplementarySlackness.isGroundState_iff' depends on axioms: [propext, Classical.choice, Quot.sound]
'PhaseComplementarySlackness.chemical_potential_bound' depends on axioms: [propext, Classical.choice, Quot.sound]
```
